# RPA modes with non-real frequency have $\|X\|^2=\|Y\|^2$ when $A$ is Hermitian and $B$ symmetric

Before computing oscillator strengths, I divide each RPA eigenvector $(X,Y)$ by $\sqrt{X^\dagger X-Y^\dagger Y}$. When I stretch a bond, one pair of frequencies turns imaginary, and for those two vectors the number under the root collapses to roundoff. Is my eigensolver failing, or would a suitable complex prefactor rescue the normalisation?

## A vanishing norm forced by a Hermitian Hessian

Your solver is behaving correctly, and no prefactor will help. Write the RPA matrix and the stability Hessian as

$$M=\begin{pmatrix}A&B\\-\bar B&-\bar A\end{pmatrix},\qquad H=\begin{pmatrix}A&B\\\bar B&\bar A\end{pmatrix},$$

where the bar is entrywise conjugation. $A$ contains the excitation energies and the couplings between excitations; $B$ couples excitations to de-excitations. For $v=(X,Y)$ and $w=(X',Y')$, let $\langle v,w\rangle=X^\dagger X'-Y^\dagger Y'$.

If $Mw=\omega'w$, then $AX'+BY'=\omega'X'$ and $\bar BX'+\bar AY'=-\omega'Y'$. Hence $Hw=(\omega'X',-\omega'Y')$, and for every $v$

$$v^\dagger Hw=\omega'\langle v,w\rangle.$$

Since $A^\dagger=A$ and $B^T=B$, $H$ is Hermitian. If also $Mv=\omega v$, then

$$v^\dagger Hw=\overline{w^\dagger Hv}=\overline{\omega\langle w,v\rangle}=\bar\omega\langle v,w\rangle.$$

Subtracting gives $(\omega'-\bar\omega)\langle v,w\rangle=0$. With $w=v$ this reads $2i\,\mathrm{Im}\,\omega\,(\|X\|^2-\|Y\|^2)=0$, so the two norms agree when $\mathrm{Im}\,\omega\neq0$. A prefactor $c$ multiplies their difference by $|c|^2$, and it remains zero instead of reaching 1.

If $H$ is positive definite, then $0<v^\dagger Hv=\omega\langle v,v\rangle$ for every nonzero mode. Since $\langle v,v\rangle=\|X\|^2-\|Y\|^2$ is real, it is nonzero, and $\omega$ is real with the same sign. Only the positive-frequency modes can then be scaled to $+1$; their negative-frequency partners scale to $-1$.

Hermiticity of $A$ matters here. If $A$ may be any complex matrix, the equality can fail: for one level with $A=i$ and $B=0$, the vector $(1,0)$ has frequency $i$, but its squared norms are 1 and 0.

In the Lean file below, `unstable_mode_not_normalisable` states the answer to your question. The finite type `n` labels the excitations, `n ⊕ n` labels both sets of amplitudes, and `Sum.elim X Y` stacks $X$ over $Y$. `hA` and `hB` are the symmetries that $A$ and $B$ inherit from a real energy expanded to second order; `h` is the eigenvalue equation, and `hω` says $\mathrm{Im}\,\omega\neq0$. `B.map star` is $\bar B$, not $B^\dagger$.

Two names need care. "Casida matrix" here means $M$ with the minus signs included, whereas many texts keep them in a separate metric. "Unstable" means a non-real frequency; a Hessian with a negative eigenvalue can still have only real frequencies.

```lean
import Mathlib

open Matrix

namespace RPASymplecticNorm

variable {n : Type*} [Fintype n]

/-- The RPA (Casida) matrix `[[A, B], [-conj B, -conj A]]`, acting on pairs of excitation
and de-excitation amplitudes. -/
def rpaMatrix (A B : Matrix n n ℂ) : Matrix (n ⊕ n) (n ⊕ n) ℂ :=
  fromBlocks A B (-(B.map star)) (-(A.map star))

/-- The stability Hessian `[[A, B], [conj B, conj A]]`. -/
def hessian (A B : Matrix n n ℂ) : Matrix (n ⊕ n) (n ⊕ n) ℂ :=
  fromBlocks A B (B.map star) (A.map star)

/-- The indefinite RPA product `X†X' - Y†Y'` of two amplitude vectors `(X, Y)` and
`(X', Y')`. -/
def rpaProduct (v w : n ⊕ n → ℂ) : ℂ :=
  ∑ i, star (v (Sum.inl i)) * w (Sum.inl i) - ∑ i, star (v (Sum.inr i)) * w (Sum.inr i)

/-- Exchanging the two vectors conjugates the RPA product. -/
theorem star_rpaProduct (v w : n ⊕ n → ℂ) : star (rpaProduct w v) = rpaProduct v w := by
  simp only [rpaProduct, star_sub, star_sum, star_mul, star_star]

omit [Fintype n] in
/-- For `A` Hermitian and `B` symmetric, the stability Hessian is Hermitian. -/
theorem hessian_isHermitian {A B : Matrix n n ℂ} (hA : A.IsHermitian) (hB : B.IsSymm) :
    (hessian A B).IsHermitian := by
  refine Matrix.IsHermitian.ext fun i j => ?_
  rcases i with i | i <;> rcases j with j | j
  · exact hA.apply i j
  · exact (star_star _).trans (hB.apply i j)
  · exact congrArg star (hB.apply i j)
  · exact congrArg star (hA.apply i j)

/-- If `w` is an RPA mode of frequency `ω`, its Hessian form with any vector `v` is `ω` times
the RPA product of `v` and `w`. -/
theorem hessian_form_mode (A B : Matrix n n ℂ) {ω : ℂ} (v : n ⊕ n → ℂ) {w : n ⊕ n → ℂ}
    (hw : rpaMatrix A B *ᵥ w = ω • w) :
    star v ⬝ᵥ (hessian A B *ᵥ w) = ω * rpaProduct v w := by
  -- the Hessian and the RPA matrix differ by the sign of the lower block row
  have h1 : ∀ i, (hessian A B *ᵥ w) (Sum.inl i) = ω * w (Sum.inl i) := by
    intro i
    have h := congrFun hw (Sum.inl i)
    rw [rpaMatrix, fromBlocks_mulVec] at h
    rw [hessian, fromBlocks_mulVec]
    exact h
  have h2 : ∀ i, (hessian A B *ᵥ w) (Sum.inr i) = -(ω * w (Sum.inr i)) := by
    intro i
    have h := congrFun hw (Sum.inr i)
    rw [rpaMatrix, fromBlocks_mulVec] at h
    rw [hessian, fromBlocks_mulVec]
    simp only [Sum.elim_inr, Matrix.neg_mulVec, Pi.add_apply, Pi.neg_apply,
      Pi.smul_apply, smul_eq_mul] at h ⊢
    linear_combination -h
  simp only [dotProduct, Fintype.sum_sum_type, h1, h2, Pi.star_apply, rpaProduct,
    mul_neg, Finset.sum_neg_distrib, ← sub_eq_add_neg, mul_sub, Finset.mul_sum]
  congr 1 <;> (refine Finset.sum_congr rfl fun i _ => ?_; ring)

/-- For `A` Hermitian and `B` symmetric, two RPA modes of frequencies `ω` and `ω'` have zero
RPA product unless `ω'` is the complex conjugate of `ω`. -/
theorem modes_orthogonal {A B : Matrix n n ℂ} (hA : A.IsHermitian) (hB : B.IsSymm)
    {ω ω' : ℂ} {v w : n ⊕ n → ℂ} (hv : rpaMatrix A B *ᵥ v = ω • v)
    (hw : rpaMatrix A B *ᵥ w = ω' • w) (hne : ω' ≠ star ω) : rpaProduct v w = 0 := by
  -- evaluate the Hermitian form of the Hessian from both sides
  have h : star (star w ⬝ᵥ (hessian A B *ᵥ v)) = star v ⬝ᵥ (hessian A B *ᵥ w) := by
    rw [← Matrix.star_dotProduct, Matrix.star_mulVec, (hessian_isHermitian hA hB).eq,
      ← Matrix.dotProduct_mulVec]
  rw [hessian_form_mode A B w hv, hessian_form_mode A B v hw, star_mul,
    star_rpaProduct] at h
  have h0 : (ω' - star ω) * rpaProduct v w = 0 := by linear_combination -h
  exact (mul_eq_zero.1 h0).resolve_left (sub_ne_zero.2 hne)

/-- For `A` Hermitian and `B` symmetric, an RPA mode whose frequency has a nonzero imaginary
part has zero RPA product with itself. -/
theorem unstable_mode_null {A B : Matrix n n ℂ} (hA : A.IsHermitian) (hB : B.IsSymm)
    {ω : ℂ} {v : n ⊕ n → ℂ} (hv : rpaMatrix A B *ᵥ v = ω • v) (hω : ω.im ≠ 0) :
    rpaProduct v v = 0 := by
  refine modes_orthogonal hA hB hv hv fun h => hω ?_
  have h2 : ω.im = -ω.im := congrArg Complex.im h
  linarith

/-- For `A` Hermitian and `B` symmetric, an RPA eigenvector `(X, Y)` whose frequency has a
nonzero imaginary part satisfies `‖X‖² = ‖Y‖²`, and no complex rescaling of it reaches the
normalisation `X†X - Y†Y = 1`. -/
theorem unstable_mode_not_normalisable {A B : Matrix n n ℂ} (hA : A.IsHermitian)
    (hB : B.IsSymm) {ω : ℂ} {X Y : n → ℂ}
    (h : rpaMatrix A B *ᵥ Sum.elim X Y = ω • Sum.elim X Y) (hω : ω.im ≠ 0) :
    ∑ i, ‖X i‖ ^ 2 = ∑ i, ‖Y i‖ ^ 2 ∧
      ∀ c : ℂ, ∑ i, ‖c * X i‖ ^ 2 - ∑ i, ‖c * Y i‖ ^ 2 ≠ 1 := by
  have hz : ∀ z : ℂ, star z * z = ((‖z‖ ^ 2 : ℝ) : ℂ) := fun z => by
    rw [Complex.ofReal_pow]
    exact Complex.conj_mul' z
  have h0 := unstable_mode_null hA hB h hω
  simp only [rpaProduct, Sum.elim_inl, Sum.elim_inr, hz] at h0
  have hXY : ∑ i, ‖X i‖ ^ 2 = ∑ i, ‖Y i‖ ^ 2 := by
    have h1 := sub_eq_zero.1 h0
    rw [← Complex.ofReal_sum, ← Complex.ofReal_sum] at h1
    exact Complex.ofReal_injective h1
  refine ⟨hXY, fun c => ?_⟩
  -- rescaling multiplies both norms by the same factor
  simp only [norm_mul, mul_pow, ← Finset.mul_sum]
  rw [hXY, sub_self]
  exact zero_ne_one

/-- For `A` Hermitian and `B` symmetric with positive definite stability Hessian, every nonzero
RPA mode has a real frequency and a nonzero RPA product with itself. -/
theorem stable_mode_real {A B : Matrix n n ℂ} (hA : A.IsHermitian) (hB : B.IsSymm)
    (hpos : ∀ v : n ⊕ n → ℂ, v ≠ 0 → 0 < (star v ⬝ᵥ (hessian A B *ᵥ v)).re)
    {ω : ℂ} {v : n ⊕ n → ℂ} (hv0 : v ≠ 0) (hv : rpaMatrix A B *ᵥ v = ω • v) :
    ω.im = 0 ∧ rpaProduct v v ≠ 0 := by
  have hne : rpaProduct v v ≠ 0 := by
    intro h0
    have hp := hpos v hv0
    rw [hessian_form_mode A B v hv, h0, mul_zero] at hp
    exact lt_irrefl _ hp
  exact ⟨by_contra fun hω => hne (unstable_mode_null hA hB hv hω), hne⟩

/-- For the one-level problem `A = 3`, `B = 5`, the vectors `(5, -3 + 4i)` and `(5, -3 - 4i)`
are RPA modes of frequencies `4i` and `-4i`, and their mutual RPA product is `32 - 24i`. -/
theorem unstable_mode_witness :
    (!![3] : Matrix (Fin 1) (Fin 1) ℂ).IsHermitian ∧
    (!![5] : Matrix (Fin 1) (Fin 1) ℂ).IsSymm ∧
    rpaMatrix !![3] !![5] *ᵥ Sum.elim ![5] ![-3 + 4 * Complex.I]
      = (4 * Complex.I) • Sum.elim ![5] ![-3 + 4 * Complex.I] ∧
    rpaMatrix !![3] !![5] *ᵥ Sum.elim ![5] ![-3 - 4 * Complex.I]
      = (-4 * Complex.I) • Sum.elim ![5] ![-3 - 4 * Complex.I] ∧
    rpaProduct (Sum.elim ![5] ![-3 + 4 * Complex.I]) (Sum.elim ![5] ![-3 - 4 * Complex.I])
      = 32 - 24 * Complex.I := by
  refine ⟨?_, ?_, ?_, ?_, ?_⟩
  · ext i j
    fin_cases i
    fin_cases j
    simp [Matrix.conjTranspose_apply]
  · ext i j
    fin_cases i
    fin_cases j
    rfl
  · ext i
    rcases i with i | i <;> fin_cases i <;>
      simp [rpaMatrix, Matrix.mulVec, dotProduct, Complex.ext_iff] <;>
      norm_num
  · ext i
    rcases i with i | i <;> fin_cases i <;>
      simp [rpaMatrix, Matrix.mulVec, dotProduct, Complex.ext_iff] <;>
      norm_num
  · simp [rpaProduct, Complex.ext_iff]
    norm_num

end RPASymplecticNorm
```

```lean
#print axioms RPASymplecticNorm.modes_orthogonal
#print axioms RPASymplecticNorm.unstable_mode_not_normalisable
#print axioms RPASymplecticNorm.stable_mode_real
```

```
'RPASymplecticNorm.modes_orthogonal' depends on axioms: [propext, Classical.choice, Quot.sound]
'RPASymplecticNorm.unstable_mode_not_normalisable' depends on axioms: [propext, Classical.choice, Quot.sound]
'RPASymplecticNorm.stable_mode_real' depends on axioms: [propext, Classical.choice, Quot.sound]
```

`hessian_isHermitian` checks the four blocks of $H$ in turn. In `hessian_form_mode`, `h1` and `h2` are the upper and lower rows of $Hw$, and the closing sums assemble them into $\omega\langle v,w\rangle$.

`modes_orthogonal` evaluates the Hermitian form from both sides, obtains the product equation `h0`, and cancels the nonzero factor $\omega'-\bar\omega$. `unstable_mode_null` sets both vectors equal: if $\omega=\bar\omega$, the imaginary part would equal its own negative, contradicting `hω`.

The main theorem uses `hz` to turn $\bar zz$ into $|z|^2$, then passes from a complex equation to a real one. For the second claim it pulls the common factor $|c|^2$ out of both sums. `stable_mode_real` follows the positive-definite argument above, with `hpos` saying that $H$ is positive definite. Where $H$ is the energy Hessian at a reference state whose energy is stationary, this makes that state a strict local minimum under the variations included.

`unstable_mode_witness` computes components for $A=3$, $B=5$. The modes $(5,-3\pm4i)$ have frequencies $\pm4i$, and their mutual product is $32-24i$, or $0.64-0.48i$ after scaling both to unit Euclidean length. Orthogonality therefore needs its exception $\omega'=\bar\omega$. In this example you could normalise the pair against each other, though neither vector against itself.

For linear-response TDDFT or BSE with finite, frequency-independent matrices of these symmetries, your code should test for non-real frequencies before taking the square root, and also check that $X^\dagger X-Y^\dagger Y$ is positive, which a real frequency alone does not guarantee. Whether the matrices built from your reference state have these symmetries is a separate matter, which the theorems take as given.
